# For two non-interacting fragments, a reference state of one decouples from that fragment's orthogonal states exactly when it is an eigenvector of the fragment Hamiltonian

Let two fragments A and B not interact, let the Hamiltonian of B be Hermitian, and let $g$ be a normalised reference state of B. The states $a\otimes g$, in which B stays in its reference, have no Hamiltonian matrix element with any state $a'\otimes b$, where $b$ is orthogonal to $g$, if and only if $g$ is an eigenvector of the Hamiltonian of B. Here $a$ and $a'$ run over all states of A, which has at least one basis state.

If $a$ and $a'$ are excited states of A, then $a\otimes g$ is a local excitation and $a'\otimes b$ a joint one. For two non-interacting fragments with finite bases, an exact fragment eigenstate as reference therefore keeps local and joint excitations apart, while an uncorrelated reference may mix them. Such decoupling can contribute to the size consistency of an excited-state method; additivity of computed energies is a separate question.

## States, Hamiltonian and coupling

A state of A is a complex vector indexed by a finite type `m`, and a state of B is one indexed by `n`. The inner product $\langle u,v\rangle=\sum_i \overline{u_i}v_i$ is conjugate-linear in its first argument and is written `star u ⬝ᵥ v` in Lean. A matrix acts on a vector by `*ᵥ`.

```lean
import Mathlib

open Matrix
open scoped Kronecker ComplexOrder

namespace IntermediateStateDecoupling

noncomputable section

variable {m n : Type*} [Fintype m] [Fintype n] [DecidableEq m] [DecidableEq n]
```

The product state $a\otimes b$ is a function on pairs $p=(p_1,p_2)$ with value $a_{p_1}b_{p_2}$. No antisymmetrisation between the fragments is included, so their particles are treated as distinguishable.

```lean
/-- The product state `a ⊗ b` of two fragments. -/
def prodState (a : m → ℂ) (b : n → ℂ) : m × n → ℂ := fun p => a p.1 * b p.2
```

With $H_A$ and $H_B$ the fragment Hamiltonians, the total one is $H=H_A\otimes 1+1\otimes H_B$. It has no term that links the fragments, which stands for infinite separation. The matrix $H_A$ may be arbitrary throughout.

```lean
/-- The Hamiltonian `HA ⊗ 1 + 1 ⊗ HB` of two non-interacting fragments. -/
def dimerH (HA : Matrix m m ℂ) (HB : Matrix n n ℂ) : Matrix (m × n) (m × n) ℂ :=
  HA ⊗ₖ (1 : Matrix n n ℂ) + (1 : Matrix m m ℂ) ⊗ₖ HB
```

The quantity of interest is $C(a,g;a',b)=\langle a\otimes g,\,H(a'\otimes b)\rangle$.

```lean
/-- The matrix element of the two-fragment Hamiltonian between `a ⊗ g` and `a' ⊗ b`. -/
def coupling (HA : Matrix m m ℂ) (HB : Matrix n n ℂ)
    (a : m → ℂ) (g : n → ℂ) (a' : m → ℂ) (b : n → ℂ) : ℂ :=
  star (prodState a g) ⬝ᵥ (dimerH HA HB *ᵥ prodState a' b)
```

Two more objects belong to the reference: the number $\varepsilon=\langle g,H_Bg\rangle$, which is the energy expectation value when $g$ is normalised, and the residual $r=H_Bg-\varepsilon g$.

```lean
/-- The expectation value `⟨g, HB g⟩`, for a unit vector `g`. -/
def energy (HB : Matrix n n ℂ) (g : n → ℂ) : ℂ := star g ⬝ᵥ (HB *ᵥ g)

/-- The residual `HB g - ⟨g, HB g⟩ g` of a reference state `g`. -/
def residual (HB : Matrix n n ℂ) (g : n → ℂ) : n → ℂ := HB *ᵥ g - energy HB g • g
```

## (a) A product operator on a product state

In this part, $A$ and $B$ also denote arbitrary matrices that act on the states of the respective fragments. Show that a product operator acts on each factor separately:
$$(A\otimes B)(a\otimes b)=(Aa)\otimes(Bb).$$

The component at $p=(p_1,p_2)$ is a double sum that factorises:
$$\sum_{i,j}A_{p_1i}B_{p_2j}\,a_ib_j=\Big(\sum_iA_{p_1i}a_i\Big)\Big(\sum_jB_{p_2j}b_j\Big).$$

```lean
omit [DecidableEq m] [DecidableEq n] in
/-- A product operator acts on a product state fragment by fragment. -/
theorem kronecker_mulVec_prodState (A : Matrix m m ℂ) (B : Matrix n n ℂ)
    (a : m → ℂ) (b : n → ℂ) :
    (A ⊗ₖ B) *ᵥ prodState a b = prodState (A *ᵥ a) (B *ᵥ b) := by
  ext p
  simp only [Matrix.mulVec, dotProduct, prodState, Matrix.kroneckerMap_apply,
    Fintype.sum_prod_type, Finset.sum_mul_sum]
  refine Finset.sum_congr rfl fun i _ => Finset.sum_congr rfl fun j _ => ?_
  ring
```

`Finset.sum_mul_sum` expands the product of sums into a double sum, and `ring` reorders the factors in each term.

## (b) Overlaps factorise

Show that the overlap of two product states is the product of the fragment overlaps:
$$\langle a\otimes b,\,a'\otimes b'\rangle=\langle a,a'\rangle\langle b,b'\rangle.$$

Conjugation acts on each factor, so
$$\sum_{i,j}\overline{a_ib_j}\,a'_ib'_j=\Big(\sum_i\overline{a_i}a'_i\Big)\Big(\sum_j\overline{b_j}b'_j\Big).$$

```lean
omit [DecidableEq m] [DecidableEq n] in
/-- The overlap of two product states is the product of the fragment overlaps. -/
theorem prodState_overlap (a a' : m → ℂ) (b b' : n → ℂ) :
    star (prodState a b) ⬝ᵥ prodState a' b' = (star a ⬝ᵥ a') * (star b ⬝ᵥ b') := by
  simp only [dotProduct, prodState, Pi.star_apply, star_mul',
    Fintype.sum_prod_type, Finset.sum_mul_sum]
  refine Finset.sum_congr rfl fun i _ => Finset.sum_congr rfl fun j _ => ?_
  ring
```

The Lean proof has the same form as in (a), with `star_mul'` distributing the conjugation.

## (c) One term for each fragment

Evaluate the coupling for arbitrary vectors and show that
$$C(a,g;a',b)=\langle a,H_Aa'\rangle\langle g,b\rangle+\langle a,a'\rangle\langle g,H_Bb\rangle.$$

By (a), $H(a'\otimes b)=(H_Aa')\otimes b+a'\otimes(H_Bb)$. Taking the overlap of each term with $a\otimes g$ and applying (b) gives the two products.

```lean
/-- The coupling splits into one term for each fragment Hamiltonian, multiplied by the
overlap on the other fragment. -/
theorem coupling_eq (HA : Matrix m m ℂ) (HB : Matrix n n ℂ)
    (a : m → ℂ) (g : n → ℂ) (a' : m → ℂ) (b : n → ℂ) :
    coupling HA HB a g a' b =
      (star a ⬝ᵥ (HA *ᵥ a')) * (star g ⬝ᵥ b) + (star a ⬝ᵥ a') * (star g ⬝ᵥ (HB *ᵥ b)) := by
  rw [coupling, dimerH, Matrix.add_mulVec, kronecker_mulVec_prodState,
    kronecker_mulVec_prodState, Matrix.one_mulVec, Matrix.one_mulVec, dotProduct_add,
    prodState_overlap, prodState_overlap]
```

The rewriting follows this order: split the sum of operators, apply (a) twice, remove the identity matrices, and apply (b) twice.

## (d) Only the residual couples

Let $H_B$ be Hermitian and $\langle g,b\rangle=0$. Show that
$$C(a,g;a',b)=\langle a,a'\rangle\langle r,b\rangle.$$

The first term in (c) contains $\langle g,b\rangle$ and vanishes. In the second, Hermiticity gives $\langle g,H_Bb\rangle=\langle H_Bg,b\rangle$. Subtracting $\varepsilon g$ from $H_Bg$ changes nothing, since
$$\langle r,b\rangle=\langle H_Bg,b\rangle-\overline{\varepsilon}\,\langle g,b\rangle=\langle H_Bg,b\rangle.$$

```lean
/-- For Hermitian `HB` and `b` orthogonal to `g`, the coupling is the overlap `⟨a, a'⟩` times
the overlap of the residual of `g` with `b`. -/
theorem coupling_eq_residual (HA : Matrix m m ℂ) {HB : Matrix n n ℂ} (hB : HB.IsHermitian)
    (a a' : m → ℂ) {g b : n → ℂ} (hgb : star g ⬝ᵥ b = 0) :
    coupling HA HB a g a' b = (star a ⬝ᵥ a') * (star (residual HB g) ⬝ᵥ b) := by
  -- Hermiticity moves `HB` onto the reference
  have hmove : star g ⬝ᵥ (HB *ᵥ b) = star (HB *ᵥ g) ⬝ᵥ b := by
    rw [Matrix.star_mulVec, hB.eq, Matrix.dotProduct_mulVec]
  have hres : star (residual HB g) ⬝ᵥ b = star (HB *ᵥ g) ⬝ᵥ b := by
    rw [residual, star_sub, star_smul, sub_dotProduct, smul_dotProduct, hgb, smul_zero,
      sub_zero]
  rw [coupling_eq, hgb, hmove, hres, mul_zero, zero_add]
```

The hypothesis `hB` is the Hermiticity of $H_B$, and `hgb` is the orthogonality. The step `hmove` transfers $H_B$ to the reference, and `hres` shows that the term $\varepsilon g$ in the residual does not contribute to the overlap with $b$.

## (e) An eigenvector decouples

Suppose $H_Bg=Eg$, with $H_B$ Hermitian and $\langle g,b\rangle=0$. Show that
$$C(a,g;a',b)=0\quad\text{for all } a,a'.$$

The residual is now $r=(E-\varepsilon)g$, a multiple of $g$. Hence $\langle r,b\rangle=\overline{(E-\varepsilon)}\,\langle g,b\rangle=0$, and (d) gives the claim. The norm of $g$ plays no part.

```lean
/-- If `g` is an eigenvector of the Hermitian matrix `HB`, then `a ⊗ g` does not couple to
`a' ⊗ b` for any `b` orthogonal to `g`. -/
theorem decoupled_of_eigenvector (HA : Matrix m m ℂ) {HB : Matrix n n ℂ}
    (hB : HB.IsHermitian) {g : n → ℂ} {E : ℂ} (hE : HB *ᵥ g = E • g)
    (a a' : m → ℂ) {b : n → ℂ} (hgb : star g ⬝ᵥ b = 0) :
    coupling HA HB a g a' b = 0 := by
  rw [coupling_eq_residual HA hB a a' hgb, residual, hE, ← sub_smul, star_smul,
    smul_dotProduct, hgb, smul_zero, mul_zero]
```

The rewrite with `hE` and `← sub_smul` produces the multiple of $g$, and `hgb` then makes the overlap vanish.

## (f) One state of A is enough for the converse

Let $H_B$ be Hermitian, $\langle g,g\rangle=1$, and fix a single $a\neq0$. Suppose $C(a,g;a,b)=0$ for every $b$ orthogonal to $g$. Show that
$$H_Bg=\varepsilon g.$$

The residual is itself orthogonal to the reference:
$$\langle g,r\rangle=\langle g,H_Bg\rangle-\varepsilon\langle g,g\rangle=\varepsilon-\varepsilon=0.$$
It is therefore an allowed choice of $b$. With $b=r$, the hypothesis and (d) give
$$0=C(a,g;a,r)=\langle a,a\rangle\langle r,r\rangle.$$
Since $a\neq0$, the first factor is positive. Thus $\langle r,r\rangle=0$, so $r=0$.

```lean
/-- Let `HB` be Hermitian, `g` a unit vector and `a` one nonzero state of fragment A. If
`a ⊗ g` does not couple to `a ⊗ b` for any `b` orthogonal to `g`, then `g` is an eigenvector
of `HB` with eigenvalue `⟨g, HB g⟩`. -/
theorem eigenvector_of_decoupled (HA : Matrix m m ℂ) {HB : Matrix n n ℂ}
    (hB : HB.IsHermitian) {g : n → ℂ} (hg : star g ⬝ᵥ g = 1) {a : m → ℂ} (ha : a ≠ 0)
    (h : ∀ b : n → ℂ, star g ⬝ᵥ b = 0 → coupling HA HB a g a b = 0) :
    HB *ᵥ g = energy HB g • g := by
  -- the residual is orthogonal to `g`, so `h` applies to it
  have horth : star g ⬝ᵥ residual HB g = 0 := by
    rw [residual, dotProduct_sub, dotProduct_smul, hg, smul_eq_mul, mul_one, energy, sub_self]
  have h0 := h _ horth
  rw [coupling_eq_residual HA hB a a horth] at h0
  rcases mul_eq_zero.mp h0 with h1 | h1
  · exact absurd (dotProduct_star_self_eq_zero.mp h1) ha
  · exact sub_eq_zero.mp (dotProduct_star_self_eq_zero.mp h1)
```

`horth` is the orthogonality of the residual, and `h0` is the hypothesis evaluated at it. `mul_eq_zero` splits the vanishing product into two cases: the first contradicts `ha`, the second is the result.

Both cases end with `dotProduct_star_self_eq_zero`, which says that `star v ⬝ᵥ v = 0` holds exactly when `v = 0`. A sum of complex numbers can vanish without its terms vanishing, but here the terms $\overline{v_i}v_i=|v_i|^2$ are real and nonnegative. The Mathlib lemma covers more general rings and expresses this nonnegativity through an order, so it asks for one on `ℂ`. Mathlib keeps the partial order on `ℂ` in a scope, in which $z\le w$ means equal imaginary parts and ordered real parts. The line `open scoped Kronecker ComplexOrder` makes this order available to the lemma.

## (g) The equivalence

Let A have a nonempty basis, let $H_B$ be Hermitian and let $\langle g,g\rangle=1$. Show that
$$\big[\,C(a,g;a',b)=0\ \text{ for all } a,a' \text{ and all } b \text{ with } \langle g,b\rangle=0\,\big]\iff \exists E\in\mathbb{C}:\ H_Bg=Eg.$$

From right to left this is (e). From left to right, choose the vector of A with all components equal to 1. It is nonzero because the basis is nonempty, so (f) applies with $a'=a$ and gives $E=\varepsilon$.

```lean
/-- For Hermitian `HB`, a unit vector `g` and a fragment A with nonempty basis, all couplings
between `a ⊗ g` and `a' ⊗ b` with `b` orthogonal to `g` vanish if and only if `g` is an
eigenvector of `HB`. -/
theorem decoupled_iff_eigenvector [Nonempty m] (HA : Matrix m m ℂ) {HB : Matrix n n ℂ}
    (hB : HB.IsHermitian) {g : n → ℂ} (hg : star g ⬝ᵥ g = 1) :
    (∀ (a a' : m → ℂ) (b : n → ℂ), star g ⬝ᵥ b = 0 → coupling HA HB a g a' b = 0) ↔
      ∃ E : ℂ, HB *ᵥ g = E • g := by
  constructor
  · intro h
    have ha : (fun _ : m => (1 : ℂ)) ≠ 0 := by
      intro h1
      obtain ⟨i⟩ := ‹Nonempty m›
      exact one_ne_zero (congrFun h1 i)
    exact ⟨_, eigenvector_of_decoupled HA hB hg ha fun b hb => h _ _ b hb⟩
  · rintro ⟨E, hE⟩ a a' b hb
    exact decoupled_of_eigenvector HA hB hE a a' hb
```

The normalisation `hg` ensures that $g$ is nonzero, so the right-hand side does describe an eigenvector. `[Nonempty m]` excludes an A without basis states, for which every coupling would vanish whatever $g$ is.

The smallest case for B is a single basis state. Then only $b=0$ is orthogonal to $g$, and every $g$ is an eigenvector, so both sides hold. If instead A has a single basis state, $H_A$ is a number that shifts the energy, and the equivalence concerns B alone: a normalised state has no matrix elements with its orthogonal complement exactly when it is an eigenvector.

## A fragment with two configurations

Take for B the real symmetric matrix
$$H_B=\begin{pmatrix}-d&k\\k&d\end{pmatrix}.$$
Its configurations 0 and 1 have energies $-d$ and $d$, measured from their midpoint. The matrix element $k$ represents the interaction within the fragment that mixes them, and hence its correlation in this model.

```lean
/-- A fragment with two configurations at energies `-d` and `d`, mixed by the matrix
element `k`. -/
def pairH (d k : ℝ) : Matrix (Fin 2) (Fin 2) ℂ := !![-(d : ℂ), (k : ℂ); (k : ℂ), (d : ℂ)]
```

## (h) The single-configuration reference

Take configuration 0, $g=(1,0)$, as the uncorrelated reference and configuration 1, $b=(0,1)$, as the excitation. Show that
$$C(a,g;a',b)=k\,\langle a,a'\rangle.$$

The two configurations are orthogonal, which removes the first term in (c). Since $H_Bb=(k,d)$, the second contains $\langle g,H_Bb\rangle=k$.

```lean
/-- With the first configuration alone as reference of the two-configuration fragment, the
coupling to the second configuration is `k` times the overlap `⟨a, a'⟩`. -/
theorem uncorrelated_coupling (HA : Matrix m m ℂ) (d k : ℝ) (a a' : m → ℂ) :
    coupling HA (pairH d k) a ![1, 0] a' ![0, 1] = (star a ⬝ᵥ a') * (k : ℂ) := by
  have h1 : star (![1, 0] : Fin 2 → ℂ) ⬝ᵥ ![0, 1] = 0 := by
    simp [dotProduct, Fin.sum_univ_two]
  have h2 : star (![1, 0] : Fin 2 → ℂ) ⬝ᵥ (pairH d k *ᵥ ![0, 1]) = (k : ℂ) := by
    simp [pairH, Matrix.mulVec, dotProduct, Fin.sum_univ_two]
  rw [coupling_eq, h1, h2, mul_zero, zero_add]
```

`h1` and `h2` are these two overlaps. For $a'=a$ with $a$ normalised, the coupling is $k$ itself, however far apart the fragments are imagined to be. It vanishes in the limit $k\to0$, where configuration 0 becomes an eigenvector.

## (i) The correlated reference

Let $k\neq0$ and let $E$ be real with $E^2=d^2+k^2$. Show that $g=(k,\,d-E)$ satisfies
$$g\neq0\quad\text{and}\quad C(a,g;a',b)=0\ \text{ for all } a,a' \text{ and all } b \text{ with } \langle g,b\rangle=0.$$

The first component of $g$ is $k\neq0$. Applying $H_B$ gives
$$H_Bg=\begin{pmatrix}-dk+k(d-E)\\k^2+d(d-E)\end{pmatrix}=\begin{pmatrix}-Ek\\E^2-dE\end{pmatrix}=-E\,g.$$
So $g$ is an eigenvector with eigenvalue $-E$, and (e) applies. The positive root $E$ gives the ground state. The squared norm is $k^2+(d-E)^2=2E(E-d)$, so the normalised reference is $(k,\,d-E)/\sqrt{2E(E-d)}$; rescaling does not affect a zero coupling.

```lean
/-- For `k ≠ 0` and `E² = d² + k²`, the correlated reference `(k, d - E)` of the
two-configuration fragment is nonzero, and it gives zero coupling to every `a' ⊗ b` with `b`
orthogonal to it. -/
theorem correlated_decoupled (HA : Matrix m m ℂ) {d k E : ℝ} (hk : k ≠ 0)
    (hE : E ^ 2 = d ^ 2 + k ^ 2) :
    (![(k : ℂ), (d : ℂ) - E] : Fin 2 → ℂ) ≠ 0 ∧
      ∀ (a a' : m → ℂ) (b : Fin 2 → ℂ), star ![(k : ℂ), (d : ℂ) - E] ⬝ᵥ b = 0 →
        coupling HA (pairH d k) a ![(k : ℂ), (d : ℂ) - E] a' b = 0 := by
  have hH : (pairH d k).IsHermitian := by
    show (pairH d k)ᴴ = pairH d k
    ext i j
    fin_cases i <;> fin_cases j <;> simp [pairH, Matrix.conjTranspose_apply]
  have hact : ∀ x y : ℂ, pairH d k *ᵥ ![x, y] =
      ![-(d : ℂ) * x + (k : ℂ) * y, (k : ℂ) * x + (d : ℂ) * y] := by
    intro x y
    ext i
    fin_cases i <;> simp [pairH, Matrix.mulVec, dotProduct, Fin.sum_univ_two]
  have hE' : (E : ℂ) ^ 2 = (d : ℂ) ^ 2 + (k : ℂ) ^ 2 := by exact_mod_cast hE
  -- the reference solves the two-by-two eigenvalue problem at energy `-E`
  have heig : pairH d k *ᵥ ![(k : ℂ), (d : ℂ) - E] = (-(E : ℂ)) • ![(k : ℂ), (d : ℂ) - E] := by
    have e1 : -(d : ℂ) * k + (k : ℂ) * ((d : ℂ) - E) = -(E : ℂ) * k := by ring
    have e2 : (k : ℂ) * k + (d : ℂ) * ((d : ℂ) - E) = -(E : ℂ) * ((d : ℂ) - E) := by
      linear_combination -hE'
    rw [hact, e1, e2]
    simp only [Matrix.smul_cons, Matrix.smul_empty, smul_eq_mul]
  refine ⟨fun h => hk ?_, fun a a' b hb => decoupled_of_eigenvector HA hH heig a a' hb⟩
  simpa using congrFun h 0

end

end IntermediateStateDecoupling
```

`hH` checks Hermiticity, and `hact` writes out the action of the matrix on a general vector. In `heig`, the equations `e1` and `e2` are the two components above; `linear_combination -hE'` uses the condition on $E^2$ in the second.

```lean
#print axioms IntermediateStateDecoupling.eigenvector_of_decoupled
#print axioms IntermediateStateDecoupling.decoupled_iff_eigenvector
#print axioms IntermediateStateDecoupling.uncorrelated_coupling
#print axioms IntermediateStateDecoupling.correlated_decoupled
```

```
'IntermediateStateDecoupling.eigenvector_of_decoupled' depends on axioms: [propext, Classical.choice, Quot.sound]
'IntermediateStateDecoupling.decoupled_iff_eigenvector' depends on axioms: [propext, Classical.choice, Quot.sound]
'IntermediateStateDecoupling.uncorrelated_coupling' depends on axioms: [propext, Classical.choice, Quot.sound]
'IntermediateStateDecoupling.correlated_decoupled' depends on axioms: [propext, Classical.choice, Quot.sound]
```
